# The midpoint value $-\beta G(\beta/2)/\pi$ as a frequency average of the spectral function over a thermal window, with an $O(1/\beta)$ error bound for $A(0)$ under a linear bound on $A(w) - A(0)$ for all $w$

The spectral function is taken to be an ordinary real function $A(w)$ of the real frequency $w$, with a definite value at every point, and the Green function is defined from it by the spectral representation, not derived from a Hamiltonian. This choice gives meaning to $A(0)$, the spectral weight at the Fermi level, and it excludes delta peaks. Frequencies are measured from the chemical potential, $\hbar = k_B = 1$, and $\beta > 0$ is the inverse temperature. $A$ stands for one diagonal component, such as the local spectral function of an impurity orbital.

```lean
import Mathlib

open Real MeasureTheory Set Filter Topology

namespace MidpointSpectralWeight

noncomputable section
```

## Kernel, Green function and Lorentzian

The thermal kernel is

$$k_\beta(w) = \frac{\beta}{2\pi\cosh(\beta w/2)},$$

a peak of height $\beta/2\pi$ and width of order $1/\beta$ around $w = 0$.

```lean
/-- The thermal kernel `β / (2π cosh (βw/2))` on the real frequency axis. -/
def thermalKernel (β w : ℝ) : ℝ := β / (2 * π * cosh (β * w / 2))
```

For imaginary time $0 < \tau < \beta$, a fermion annihilation operator $d$ has $G(\tau) = -\langle d(\tau)\, d^\dagger(0)\rangle$, with the spectral representation

$$G(\tau) = -\int_{-\infty}^{\infty} A(w)\,\frac{e^{-\tau w}}{1 + e^{-\beta w}}\,dw .$$

`greenTau` takes the right-hand side, a Lebesgue integral over $\mathbb{R}$, as the definition. Only $\tau = \beta/2$ is used.

```lean
/-- The fermionic imaginary-time Green function `G(τ)` of a spectral function `A` at inverse
temperature `β`. -/
def greenTau (A : ℝ → ℝ) (β τ : ℝ) : ℝ := -∫ w, A w * (exp (-τ * w) / (1 + exp (-β * w)))
```

The worked example is the Lorentzian of half width $\Gamma$,

$$A_\Gamma(w) = \frac{\Gamma/\pi}{w^2 + \Gamma^2},$$

the spectral function of a non-interacting level at the Fermi energy coupled to a flat, infinitely wide band.

```lean
/-- The Lorentzian spectral function of half width `Γ` centred at zero frequency. -/
def lorentzian (Γ w : ℝ) : ℝ := Γ / π / (w ^ 2 + Γ ^ 2)
```

## The fermionic factor at $\tau = \beta/2$

Multiplying numerator and denominator by $e^{\beta w/2}$ gives

$$\frac{e^{-\beta w/2}}{1 + e^{-\beta w}} = \frac{1}{e^{\beta w/2} + e^{-\beta w/2}} = \frac{1}{2\cosh(\beta w/2)} .$$

With $x = \beta w/2$, Lean writes $e^{-\beta w} = e^{-x}e^{-x}$ (`h1`) and cross-multiplies; what remains is $e^{x}e^{-x} = 1$ (`h3`). No sign of $\beta$ is assumed.

```lean
/-- At `τ = β/2` the fermionic imaginary-time kernel equals `1 / (2 cosh (βw/2))`. -/
theorem fermi_factor_half (β w : ℝ) :
    exp (-(β / 2) * w) / (1 + exp (-β * w)) = 1 / (2 * cosh (β * w / 2)) := by
  have h1 : exp (-β * w) = exp (-(β * w / 2)) * exp (-(β * w / 2)) := by
    rw [← exp_add]; congr 1; ring
  have h2 : exp (-(β / 2) * w) = exp (-(β * w / 2)) := by congr 1; ring
  have h3 : exp (β * w / 2) * exp (-(β * w / 2)) = 1 := by rw [← exp_add]; simp
  rw [h1, h2, cosh_eq, div_eq_div_iff (by positivity) (by positivity)]
  linear_combination h3
```

## Sign, decay and total weight of the kernel

Since $\cosh > 0$ and $\beta > 0$, the kernel is positive.

```lean
/-- The thermal kernel is positive for `β > 0`. -/
theorem thermalKernel_pos {β : ℝ} (hβ : 0 < β) (w : ℝ) : 0 < thermalKernel β w := by
  have := cosh_pos (β * w / 2)
  unfold thermalKernel
  positivity
```

From $2\cosh x = e^{|x|} + e^{-|x|} \ge e^{|x|}$ follows the exponential envelope

$$k_\beta(w) \le \frac{\beta}{\pi}\, e^{-\beta|w|/2}.$$

In the proof `h` is the inequality for $\cosh$, and `inv_anti₀` takes reciprocals.

```lean
/-- The thermal kernel lies below the envelope `(β/π) exp (-β|w|/2)`. -/
theorem thermalKernel_le {β : ℝ} (hβ : 0 < β) (w : ℝ) :
    thermalKernel β w ≤ β / π * exp (-(β / 2 * |w|)) := by
  have e : β / 2 * |w| = |β * w / 2| := by
    rw [abs_div, abs_mul, abs_of_pos hβ, abs_two]; ring
  -- `exp |x| ≤ 2 cosh x`
  have h : exp (β / 2 * |w|) ≤ 2 * cosh (β * w / 2) := by
    rw [e, ← cosh_abs, cosh_eq]
    linarith [exp_pos (-|β * w / 2|)]
  rw [exp_neg]
  calc thermalKernel β w = β / π * (2 * cosh (β * w / 2))⁻¹ := by unfold thermalKernel; ring
    _ ≤ β / π * (exp (β / 2 * |w|))⁻¹ :=
      mul_le_mul_of_nonneg_left (inv_anti₀ (exp_pos _) h) (by positivity)
```

Put $E = e^{\beta w/2}$ and $F(w) = \frac{2}{\pi}\arctan E$. Then

$$F'(w) = \frac{2}{\pi}\,\frac{1}{1 + E^2}\,\frac{\beta E}{2} = \frac{\beta}{\pi}\,\frac{1}{E + E^{-1}} = k_\beta(w).$$

At the origin $F(0) = \frac{2}{\pi}\cdot\frac{\pi}{4} = \frac12$, and $F \to \frac{2}{\pi}\cdot\frac{\pi}{2} = 1$ as $w \to \infty$. The half line carries weight $\frac12$, and since $k_\beta$ is even,

$$\int_{-\infty}^{\infty} k_\beta(w)\,dw = 1 .$$

The derivative is `hd`, the limit is `ht`, `hI` is the fundamental theorem of calculus on $(0,\infty)$ for a nonnegative derivative, and `heven` with `integral_comp_abs` doubles the result. Mathlib assigns the value $0$ to the integral of a non-integrable function (`integral_undef`), so the value $1$ already yields integrability; the same convention is the reason that the main theorem states convergence of $G(\beta/2)$ explicitly.

```lean
/-- The thermal kernel is integrable over the real axis with total weight one. -/
theorem integral_thermalKernel {β : ℝ} (hβ : 0 < β) :
    Integrable (thermalKernel β) ∧ ∫ w, thermalKernel β w = 1 := by
  have hπ := pi_pos.ne'
  -- the antiderivative `(2/π) arctan (exp (βw/2))`
  have hd : ∀ w, HasDerivAt (fun w => 2 / π * arctan (exp (β / 2 * w)))
      (thermalKernel β w) w := by
    intro w
    have h2 : HasDerivAt (fun w => 2 / π * arctan (exp (β / 2 * w)))
        (2 / π * (1 / (1 + exp (β / 2 * w) ^ 2) * (exp (β / 2 * w) * (β / 2 * 1)))) w :=
      (((hasDerivAt_id' w).const_mul (β / 2)).exp.arctan).const_mul (2 / π)
    refine h2.congr_deriv ?_
    unfold thermalKernel
    rw [show β * w / 2 = β / 2 * w by ring, cosh_eq, exp_neg]
    have hE := exp_pos (β / 2 * w)
    generalize exp (β / 2 * w) = E at hE ⊢
    have h3 : (E + E⁻¹) / 2 = (1 + E ^ 2) / (2 * E) := by
      field_simp
      ring
    rw [h3]
    field_simp
  have ht : Tendsto (fun w => 2 / π * arctan (exp (β / 2 * w))) atTop (𝓝 (2 / π * (π / 2))) :=
    ((tendsto_arctan_atTop.mono_right nhdsWithin_le_nhds).comp
      (tendsto_exp_atTop.comp (tendsto_id.const_mul_atTop (half_pos hβ)))).const_mul (2 / π)
  have hI : ∫ w in Ioi (0 : ℝ), thermalKernel β w
      = 2 / π * (π / 2) - 2 / π * arctan (exp (β / 2 * 0)) :=
    integral_Ioi_of_hasDerivAt_of_nonneg' (g := fun w => 2 / π * arctan (exp (β / 2 * w)))
      (fun x _ => hd x) (fun x _ => (thermalKernel_pos hβ x).le) ht
  -- the kernel is even
  have heven : ∀ w, thermalKernel β |w| = thermalKernel β w := by
    intro w
    rcases abs_choice w with h | h
    · rw [h]
    · rw [h]
      unfold thermalKernel
      rw [show β * -w / 2 = -(β * w / 2) by ring, cosh_neg]
  have h2 : ∫ w, thermalKernel β w = 2 * ∫ w in Ioi (0 : ℝ), thermalKernel β w := by
    have := integral_comp_abs (f := thermalKernel β)
    simpa only [heven] using this
  have h1 : ∫ w, thermalKernel β w = 1 := by
    rw [h2, hI, mul_zero, exp_zero, arctan_one]
    field_simp
    ring
  refine ⟨?_, h1⟩
  by_contra h
  rw [integral_undef h] at h1
  exact zero_ne_one h1
```

## First absolute moment

For $c > 0$, integration by parts gives $\int_0^\infty t\,e^{-ct}\,dt = 1/c^2$, and evenness gives

$$\int_{-\infty}^{\infty} |w|\, e^{-c|w|}\,dw = \frac{2}{c^2}.$$

Lean takes the half-line integral from the Gamma integral `Real.integral_rpow_mul_exp_neg_mul_Ioi` at exponent `a := 2`, with `Real.Gamma 2 = 1`.

```lean
/-- The integral of `|w| exp (-c|w|)` over the real axis is `2/c²` for `c > 0`. -/
theorem integral_abs_mul_exp {c : ℝ} (hc : 0 < c) :
    ∫ w : ℝ, |w| * exp (-(c * |w|)) = 2 / c ^ 2 := by
  have h : ∫ w : ℝ, |w| * exp (-(c * |w|)) = 2 * ∫ t in Ioi (0 : ℝ), t * exp (-(c * t)) :=
    integral_comp_abs (f := fun t => t * exp (-(c * t)))
  have hG : Real.Gamma 2 = 1 := Real.Gamma_two
  have h2 := Real.integral_rpow_mul_exp_neg_mul_Ioi (a := 2) (r := c) two_pos hc
  rw [show (2 : ℝ) - 1 = 1 by norm_num, hG, rpow_two] at h2
  simp only [rpow_one] at h2
  rw [h, h2]
  ring
```

Setting $c = \beta/2$ and using the envelope,

$$\int |w|\,k_\beta(w)\,dw \le \frac{\beta}{\pi}\cdot\frac{2}{(\beta/2)^2} = \frac{8}{\pi\beta}.$$

The pointwise inequality `hle` is used twice: it makes $|w|k_\beta$ integrable by domination (`hm`), and `integral_mono` carries it over to the integrals.

```lean
/-- The first absolute moment of the thermal kernel exists and is at most `8/(πβ)`. -/
theorem first_moment_le {β : ℝ} (hβ : 0 < β) :
    Integrable (fun w => |w| * thermalKernel β w) ∧
      ∫ w, |w| * thermalKernel β w ≤ 8 / (π * β) := by
  have hπ := pi_pos.ne'
  have hv := integral_abs_mul_exp (half_pos hβ)
  have hi : Integrable (fun w : ℝ => |w| * exp (-(β / 2 * |w|))) := by
    by_contra h
    rw [integral_undef h] at hv
    exact (by positivity : (0 : ℝ) < 2 / (β / 2) ^ 2).ne hv
  have hle : ∀ w, |w| * thermalKernel β w ≤ β / π * (|w| * exp (-(β / 2 * |w|))) := fun w =>
    (mul_le_mul_of_nonneg_left (thermalKernel_le hβ w) (abs_nonneg w)).trans_eq (by ring)
  have hm : Integrable (fun w => |w| * thermalKernel β w) := by
    refine (hi.const_mul (β / π)).mono' (continuous_abs.aestronglyMeasurable.mul
      (integral_thermalKernel hβ).1.aestronglyMeasurable) (ae_of_all _ fun w => ?_)
    rw [Real.norm_of_nonneg (mul_nonneg (abs_nonneg w) (thermalKernel_pos hβ w).le)]
    exact hle w
  refine ⟨hm, (integral_mono hm (hi.const_mul (β / π)) hle).trans_eq ?_⟩
  rw [integral_const_mul, hv]
  field_simp
  ring
```

## The estimate for $A(0)$

`midpoint_estimate` has three hypotheses: $\beta > 0$ (`hβ`), $A$ measurable (`hA`), and

$$|A(w) - A(0)| \le L|w| \quad \text{for all real } w$$

(`hL`). The constant $L$ is assumed and not derived from any model. It limits how fast the spectrum can depart from its Fermi-level value, so a narrow feature at $w = 0$, such as a sharp quasiparticle peak, forces a large $L$. The condition compares each $w$ with $0$ only; it makes $A$ continuous at $0$ and allows jumps elsewhere. Positivity of $A$, the sum rule $\int A = 1$ and boundedness are not assumed. The conclusion has three parts: the integrand of $G(\beta/2)$ is integrable,

$$-\frac{\beta\,G(\beta/2)}{\pi} = \int A(w)\,k_\beta(w)\,dw, \qquad \left|-\frac{\beta\,G(\beta/2)}{\pi} - A(0)\right| \le \frac{8L}{\pi\beta}.$$

The integrand at the midpoint is $A/(2\cosh(\beta w/2)) = (\pi/\beta)\,A k_\beta$ (`e2`), which gives the identity (`hG`). Now split $A k_\beta = (A - A(0))k_\beta + A(0)k_\beta$ (`e1`). The first term is bounded in modulus by $L|w|k_\beta$ (`hb`), hence integrable (`hD`); the second is a multiple of $k_\beta$ and integrates to $A(0)$. Their sum is integrable (`hAk`), and

$$\left|\int A k_\beta - A(0)\right| = \left|\int (A - A(0))\,k_\beta\right| \le L\int |w|\,k_\beta \le \frac{8L}{\pi\beta}.$$

The first inequality is `norm_integral_le_of_norm_le`. The last needs $L \ge 0$, which `hL0` obtains from the hypothesis at $w = 1$.

```lean
/-- For measurable `A` with `|A(w) - A(0)| ≤ L|w|` the integral defining `G(β/2)` converges,
`-βG(β/2)/π` is the thermal-kernel average of `A`, and it lies within `8L/(πβ)` of `A(0)`. -/
theorem midpoint_estimate {A : ℝ → ℝ} {β L : ℝ} (hβ : 0 < β) (hA : Measurable A)
    (hL : ∀ w, |A w - A 0| ≤ L * |w|) :
    Integrable (fun w => A w * (exp (-(β / 2) * w) / (1 + exp (-β * w)))) ∧
      -β * greenTau A β (β / 2) / π = ∫ w, A w * thermalKernel β w ∧
      |-β * greenTau A β (β / 2) / π - A 0| ≤ 8 * L / (π * β) := by
  have hπ := pi_pos.ne'
  obtain ⟨hk, hk1⟩ := integral_thermalKernel hβ
  obtain ⟨hm, hm1⟩ := first_moment_le hβ
  have hL0 : 0 ≤ L := by simpa using (abs_nonneg _).trans (hL 1)
  have hb : ∀ w, ‖(A w - A 0) * thermalKernel β w‖ ≤ L * (|w| * thermalKernel β w) := by
    intro w
    have hp := thermalKernel_pos hβ w
    rw [Real.norm_eq_abs, abs_mul, abs_of_pos hp, ← mul_assoc]
    exact mul_le_mul_of_nonneg_right (hL w) hp.le
  have hD : Integrable (fun w => (A w - A 0) * thermalKernel β w) :=
    (hm.const_mul L).mono' ((hA.sub_const (A 0)).aestronglyMeasurable.mul
      hk.aestronglyMeasurable) (ae_of_all _ hb)
  -- split `A k` into the deviation and the constant part
  have e1 : (fun w => A w * thermalKernel β w)
      = fun w => (A w - A 0) * thermalKernel β w + A 0 * thermalKernel β w := by
    funext w; ring
  have hAk : Integrable (fun w => A w * thermalKernel β w) := by
    rw [e1]; exact hD.add (hk.const_mul (A 0))
  have e2 : (fun w => A w * (exp (-(β / 2) * w) / (1 + exp (-β * w))))
      = fun w => π / β * (A w * thermalKernel β w) := by
    funext w
    have := (cosh_pos (β * w / 2)).ne'
    rw [fermi_factor_half]
    unfold thermalKernel
    generalize cosh (β * w / 2) = c at this ⊢
    field_simp
  have hG : -β * greenTau A β (β / 2) / π = ∫ w, A w * thermalKernel β w := by
    unfold greenTau
    rw [e2, integral_const_mul]
    generalize ∫ w, A w * thermalKernel β w = I
    rw [div_eq_iff hπ]
    linear_combination (π * I) * mul_inv_cancel₀ hβ.ne'
  refine ⟨by rw [e2]; exact hAk.const_mul _, hG, ?_⟩
  rw [hG, e1, integral_add hD (hk.const_mul (A 0)), integral_const_mul, hk1, mul_one,
    add_sub_cancel_right, ← Real.norm_eq_abs]
  refine (norm_integral_le_of_norm_le (hm.const_mul L) (ae_of_all _ hb)).trans ?_
  rw [integral_const_mul]
  exact (mul_le_mul_of_nonneg_left hm1 hL0).trans_eq (by ring)
```

An imaginary-time impurity solver in DMFT delivers $G(\tau)$, and $-\beta G(\beta/2)/\pi$ estimates the Fermi-level weight without analytic continuation; the bound covers one component with exact data and a spectrum obeying the linear condition, and statistical noise lies beyond it.

## Zero-temperature limit at fixed $A$

For fixed $A$ and $L$ the bound $8L/(\pi\beta)$ vanishes as $\beta \to \infty$, so $-\beta G(\beta/2)/\pi \to A(0)$. The proof squeezes the error between $0$ and this bound for all $\beta > 0$. In an interacting system $A$ itself changes with temperature; `midpoint_tendsto` does not cover that case, although `midpoint_estimate` applies at each $\beta$ separately with its own $A$ and $L$.

```lean
/-- For measurable `A` with `|A(w) - A(0)| ≤ L|w|`, the quantity `-βG(β/2)/π` tends to `A(0)`
as `β → ∞`. -/
theorem midpoint_tendsto {A : ℝ → ℝ} {L : ℝ} (hA : Measurable A)
    (hL : ∀ w, |A w - A 0| ≤ L * |w|) :
    Tendsto (fun β => -β * greenTau A β (β / 2) / π) atTop (𝓝 (A 0)) := by
  rw [tendsto_iff_norm_sub_tendsto_zero]
  have h0 : Tendsto (fun β : ℝ => 8 * L / (π * β)) atTop (𝓝 0) :=
    tendsto_const_nhds.div_atTop (tendsto_id.const_mul_atTop pi_pos)
  refine squeeze_zero' (Eventually.of_forall fun _ => norm_nonneg _) ?_ h0
  filter_upwards [eventually_gt_atTop 0] with β hβ
  exact (midpoint_estimate hβ hA hL).2.2
```

## The Lorentzian resonance

For $\Gamma > 0$ one has $A_\Gamma(0) = 1/(\pi\Gamma)$ (`h0`) and

$$A_\Gamma(w) - A_\Gamma(0) = -\frac{w^2}{\pi\Gamma\,(w^2 + \Gamma^2)} .$$

From $(|w| - \Gamma)^2 \ge 0$ follows $w^2 + \Gamma^2 \ge 2\Gamma|w|$, so the deviation is at most $|w|/(2\pi\Gamma^2)$ and $L = 1/(2\pi\Gamma^2)$ is admissible; `nlinarith` receives exactly this square, multiplied by $\pi\Gamma|w|$. Inserting $L$,

$$\left|-\frac{\beta\,G(\beta/2)}{\pi} - \frac{1}{\pi\Gamma}\right| \le \frac{4}{\pi^2\Gamma^2\beta}.$$

Relative to the peak height this bound is $4/(\pi\Gamma\beta)$, small once the temperature is well below the resonance width. It is not sharp in its order: the deviation of $A_\Gamma$ from its peak value is quadratic near $w = 0$, at most $w^2/(\pi\Gamma^3)$, so the actual relative error falls off as $1/(\Gamma\beta)^2$; this sharper rate is not proved here.

```lean
/-- For a Lorentzian of half width `Γ > 0`, `-βG(β/2)/π` lies within `4/(π²Γ²β)` of
`1/(πΓ)`. -/
theorem midpoint_lorentzian {β Γ : ℝ} (hβ : 0 < β) (hΓ : 0 < Γ) :
    |-β * greenTau (lorentzian Γ) β (β / 2) / π - 1 / (π * Γ)| ≤ 4 / (π ^ 2 * Γ ^ 2 * β) := by
  have hπ := pi_pos
  have h0 : lorentzian Γ 0 = 1 / (π * Γ) := by
    unfold lorentzian
    rw [div_div, div_eq_div_iff (by positivity) (by positivity)]
    ring
  have hL : ∀ w, |lorentzian Γ w - lorentzian Γ 0| ≤ 1 / (2 * π * Γ ^ 2) * |w| := by
    intro w
    have e : lorentzian Γ w - lorentzian Γ 0 = -(w ^ 2 / (π * Γ * (w ^ 2 + Γ ^ 2))) := by
      rw [h0]
      unfold lorentzian
      rw [div_div, div_sub_div _ _ (by positivity) (by positivity), ← neg_div,
        div_eq_div_iff (by positivity) (by positivity)]
      ring
    have hn : 0 ≤ w ^ 2 / (π * Γ * (w ^ 2 + Γ ^ 2)) := by positivity
    rw [e, abs_neg, abs_of_nonneg hn, ← sq_abs w]
    have ht := abs_nonneg w
    generalize |w| = t at ht ⊢
    rw [div_mul_eq_mul_div, div_le_div_iff₀ (by positivity) (by positivity)]
    nlinarith [mul_nonneg (by positivity : 0 ≤ π * Γ * t) (sq_nonneg (t - Γ))]
  have h := (midpoint_estimate hβ (by unfold lorentzian; fun_prop) hL).2.2
  rw [h0] at h
  exact h.trans_eq (by ring)

end

end MidpointSpectralWeight
```

```lean
#print axioms MidpointSpectralWeight.midpoint_estimate
-- 'MidpointSpectralWeight.midpoint_estimate' depends on axioms: [propext, Classical.choice, Quot.sound]
#print axioms MidpointSpectralWeight.midpoint_tendsto
-- 'MidpointSpectralWeight.midpoint_tendsto' depends on axioms: [propext, Classical.choice, Quot.sound]
#print axioms MidpointSpectralWeight.midpoint_lorentzian
-- 'MidpointSpectralWeight.midpoint_lorentzian' depends on axioms: [propext, Classical.choice, Quot.sound]
```

## Spectral measures in place of functions

A finite measure $\mu$ on the frequency axis could replace $A(w)\,dw$, and would admit the delta peaks of an isolated Hubbard atom or a finite cluster. The identity would then read $-\beta G(\beta/2)/\pi = \int k_\beta\,d\mu$ by the same pointwise rewriting, with convergence automatic because $k_\beta$ is bounded. A general measure has no pointwise value $A(0)$, so a further assumption near $w = 0$ would be needed to give it a meaning. One sufficient choice is a density near $w = 0$ that obeys the linear bound there, combined with an estimate for the weight away from the Fermi level, where $k_\beta$ is exponentially small. None of the theorems above treats this measure version.
